# Positivity and trace alone put the degenerate pairing energy $gn(n-1)$ too low

## Binding that no state has

Suppose that the energy of $n$ pairs under an attractive pairing force is minimised directly over pair density matrices, without a wave function, and that the matrix is only required to be positive semidefinite with trace $n$. For two or more pairs the minimum can then be lower than the energy of any $n$-pair state. The difference comes from the missing conditions on the matrix and is not real binding. In the model below it is $gn(n-1)$, where $g$ is the pairing strength.

## Pairs on degenerate levels

There are $W$ levels of equal energy, taken as zero, and each is either empty or holds one pair. A state $\psi$ gives a complex amplitude $\psi(S)$ to each set $S$ of occupied levels. The operator $b_j$ removes a pair from level $j$:

$$(b_j\psi)(S)=\begin{cases}\psi(S\cup\{j\}) & j\notin S,\\ 0 & j\in S.\end{cases}$$

The pair matrix is $P_{ij}=\langle b_i\psi,b_j\psi\rangle$, whose diagonal holds the level occupations. The energy is $E=-g\sum_{ij}P_{ij}$, with the same strength $g\ge 0$ for every pair transfer.

## The two minima

Let $1\le n\le W$.

- Over positive semidefinite matrices of trace $n$, the minimum of $E$ is $-gnW$.
- Over normalised $n$-pair states, it is $-gn(W-n+1)$, attained when all sets of $n$ levels have the same amplitude.

The difference is $gn(n-1)$. In variational two-particle density-matrix calculations restricted to states without broken pairs, $P$ is the block of the two-particle density matrix that describes pair transfer. For such calculations the result shows, in a degenerate model with uniform attraction, how fast the error can grow with $n$ when the positivity of $P$ and its trace $n$ are the only conditions.

## The matrix minimum

Testing positivity on the difference of basis vectors $e_i-e_j$ gives

$$P_{ij}+P_{ji}\le P_{ii}+P_{jj}.$$

Summing over all $i$ and $j$ gives $2\sum_{ij}P_{ij}\le 2W\,\mathrm{tr}P=2Wn$, hence $E\ge -gnW$. The constant matrix $P_{ij}=n/W$ attains this. It is positive semidefinite, being $vv^\dagger$ with all $v_i=\sqrt{n/W}$; its trace is $n$ and its entries sum to $nW$.

## The minimum over states

Adding level $j$ matches the sets without $j$ to the sets with $j$, so

$$\sum_j\|b_j\psi\|^2=\sum_T |T|\,|\psi(T)|^2=n.$$

This is the trace of $P$. Also $x^\dagger Px=\|\sum_j x_jb_j\psi\|^2\ge 0$, so every $n$-pair state gives a matrix allowed in the first minimisation.

With all $x_j=1$, the energy is

$$E=-g\sum_S\Big|\sum_j(b_j\psi)(S)\Big|^2 .$$

Only sets with $|S|=n-1$ contribute, and for each of them only the $W-n+1$ empty levels do. Cauchy–Schwarz gives

$$\Big|\sum_j(b_j\psi)(S)\Big|^2\le (W-n+1)\sum_j|(b_j\psi)(S)|^2 .$$

Summing over $S$ yields $E\ge -gn(W-n+1)$. If every amplitude is $\binom{W}{n}^{-1/2}$, the terms in the inner sum are equal and the inequality becomes an equality.

Subtracting the minima gives

$$-gn(W-n+1)+gnW=gn(n-1).$$

Divided by $n^2$, this is $g(1-1/n)$, which tends to $g$ whatever $W\ge n$ is chosen for each $n$.

## Two pairs on four levels, and a single pair

For $W=4$ and $n=2$ there are six sets, each with amplitude $1/\sqrt6$. The pair matrix has diagonal entries $1/2$ and off-diagonal entries $2\cdot\frac16=\frac13$, so its entries sum to $4\cdot\frac12+12\cdot\frac13=6$ and $E=-6g$. The constant matrix has $1/2$ everywhere, with sum $8$ and $E=-8g$. The gap is $2g$, as the formula says.

For $n=1$ the gap vanishes: a single pair finds no level blocked by another, and both minima are $-gW$.

## How the Lean statement reads

A state is a function `Finset (Fin W) → ℂ`, and `annihilate j` is $b_j$. The predicate `IsPairState n ψ` requires norm one and zero amplitude on every set whose size is not $n$. The function `energy` takes the real part of the entry sum; for a positive semidefinite matrix that sum is already real.

The theorem `positivity_error` assumes `0 ≤ g`, `1 ≤ n` and `n ≤ W`. Its first two parts use `IsLeast`, which says that a value is attained and that nothing in the set lies below it. The second minimum is written as the energy of `equalAmplitude W n`, and `equalAmplitude_energy` supplies its closed form. The third part is the gap. The theorem `error_quadratic` gives the limit for any sequence `W n` with `n ≤ W n`. It holds for every real $g$, but the two energies are identified as minima only for $g\ge0$.

The model has no level spacing, no level-dependent coupling and no broken pairs. Nothing is shown about how much further conditions on the density matrix would reduce the error.

```lean
import Mathlib

open Finset
open scoped ComplexOrder Matrix

namespace PairingTwoRDM

noncomputable section

variable {W n : ℕ}

/-- Removal of a pair from level `j`; a state assigns an amplitude to each set of occupied
levels. -/
def annihilate (j : Fin W) (ψ : Finset (Fin W) → ℂ) : Finset (Fin W) → ℂ :=
  fun S => if j ∈ S then 0 else ψ (insert j S)

/-- The pair density matrix `P i j = ⟨b_i ψ, b_j ψ⟩`. -/
def pairMatrix (ψ : Finset (Fin W) → ℂ) : Matrix (Fin W) (Fin W) ℂ :=
  Matrix.of fun i j => ∑ S, starRingEnd ℂ (annihilate i ψ S) * annihilate j ψ S

/-- The pairing energy `-g ∑ P i j` (real part) as a functional of the pair matrix. -/
def energy (g : ℝ) (P : Matrix (Fin W) (Fin W) ℂ) : ℝ := -g * (∑ i, ∑ j, P i j).re

/-- A normalized state with exactly `n` pairs. -/
def IsPairState (n : ℕ) (ψ : Finset (Fin W) → ℂ) : Prop :=
  ∑ S, ‖ψ S‖ ^ 2 = 1 ∧ ∀ S, S.card ≠ n → ψ S = 0

/-- The state with equal amplitudes on all sets of `n` occupied levels, for `n ≤ W`. -/
def equalAmplitude (W n : ℕ) : Finset (Fin W) → ℂ :=
  fun S => if S.card = n then (((√(W.choose n : ℝ))⁻¹ : ℝ) : ℂ) else 0

/-- The squared norms of `b_j ψ`, summed over all levels, equal the sum over all sets `T` of the
size of `T` times `‖ψ T‖ ^ 2`. -/
theorem sum_annihilate (ψ : Finset (Fin W) → ℂ) :
    ∑ j, ∑ S, ‖annihilate j ψ S‖ ^ 2 = ∑ T, (T.card : ℝ) * ‖ψ T‖ ^ 2 := by
  have h : ∀ j, ∑ S, ‖annihilate j ψ S‖ ^ 2 = ∑ T, if j ∈ T then ‖ψ T‖ ^ 2 else 0 := by
    intro j
    have h1 : ∑ S, ‖annihilate j ψ S‖ ^ 2
        = ∑ S ∈ univ.filter (fun S => j ∉ S), ‖ψ (insert j S)‖ ^ 2 := by
      rw [sum_filter]
      refine sum_congr rfl fun S _ => ?_
      by_cases hj : j ∈ S <;> simp [annihilate, hj]
    rw [h1, ← sum_filter]
    -- adding level j is a bijection from sets without j to sets with j
    refine sum_nbij' (fun S => insert j S) (fun T => T.erase j) ?_ ?_ ?_ ?_ ?_
    · intro S _; simp
    · intro T _; simp
    · intro S hS; exact erase_insert (by simpa using hS)
    · intro T hT; exact insert_erase (by simpa using hT)
    · intro S _; rfl
  simp_rw [h]
  rw [sum_comm]
  refine sum_congr rfl fun T _ => ?_
  simp [sum_ite_mem]

/-- In a normalized `n`-pair state the level occupations add up to `n`. -/
theorem sum_occupation {ψ : Finset (Fin W) → ℂ} (hψ : IsPairState n ψ) :
    ∑ j, ∑ S, ‖annihilate j ψ S‖ ^ 2 = (n : ℝ) := by
  have h : ∀ T, (T.card : ℝ) * ‖ψ T‖ ^ 2 = n * ‖ψ T‖ ^ 2 := by
    intro T
    by_cases hT : T.card = n
    · rw [hT]
    · simp [hψ.2 T hT]
  rw [sum_annihilate, sum_congr rfl (fun T _ => h T), ← mul_sum, hψ.1, mul_one]

/-- The pair matrix of a normalized `n`-pair state is positive semidefinite with trace `n`. -/
theorem pairMatrix_feasible {ψ : Finset (Fin W) → ℂ} (hψ : IsPairState n ψ) :
    (pairMatrix ψ).PosSemidef ∧ (pairMatrix ψ).trace = n := by
  constructor
  · have h : pairMatrix ψ = (Matrix.of fun S j => annihilate j ψ S)ᴴ *
        (Matrix.of fun S j => annihilate j ψ S) := by
      ext i j
      simp [pairMatrix, Matrix.mul_apply]
    rw [h]
    exact Matrix.posSemidef_conjTranspose_mul_self _
  · simp only [Matrix.trace, Matrix.diag_apply, pairMatrix, Matrix.of_apply, Complex.conj_mul']
    exact_mod_cast sum_occupation hψ

/-- The energy of a state is `-g` times the squared norm of `∑ b_j ψ`. -/
theorem energy_pairMatrix (g : ℝ) (ψ : Finset (Fin W) → ℂ) :
    energy g (pairMatrix ψ) = -g * ∑ S, ‖∑ j, annihilate j ψ S‖ ^ 2 := by
  have h : ∑ i, ∑ j, pairMatrix ψ i j
      = ((∑ S, ‖∑ j, annihilate j ψ S‖ ^ 2 : ℝ) : ℂ) := by
    simp only [pairMatrix, Matrix.of_apply]
    rw [sum_congr rfl (fun i _ => sum_comm), sum_comm]
    push_cast
    refine sum_congr rfl fun S _ => ?_
    rw [← Complex.conj_mul', map_sum, sum_mul_sum]
  rw [energy, h, Complex.ofReal_re]

lemma card_empty {S : Finset (Fin W)} (hS : S.card + 1 = n) :
    (Sᶜ.card : ℝ) = W - n + 1 := by
  have h1 := card_add_card_compl S
  rw [Fintype.card_fin] at h1
  have h2 : (S.card : ℝ) + Sᶜ.card = W := by exact_mod_cast h1
  have h3 : (S.card : ℝ) + 1 = n := by exact_mod_cast hS
  linarith

lemma annihilate_zero {ψ : Finset (Fin W) → ℂ} (hψ : IsPairState n ψ)
    {S : Finset (Fin W)} (hS : S.card + 1 ≠ n) (j : Fin W) : annihilate j ψ S = 0 := by
  unfold annihilate
  split_ifs with hj
  · rfl
  · exact hψ.2 _ (by rwa [card_insert_of_notMem hj])

/-- For `g ≥ 0` every normalized `n`-pair state has energy at least `-g n (W - n + 1)`. -/
theorem energy_lower_bound {g : ℝ} (hg : 0 ≤ g) {ψ : Finset (Fin W) → ℂ}
    (hψ : IsPairState n ψ) : -g * n * (W - n + 1) ≤ energy g (pairMatrix ψ) := by
  have h : ∀ S, ‖∑ j, annihilate j ψ S‖ ^ 2
      ≤ ((W : ℝ) - n + 1) * ∑ j, ‖annihilate j ψ S‖ ^ 2 := by
    intro S
    by_cases hS : S.card + 1 = n
    · have h0 : ∀ j, j ∉ Sᶜ → annihilate j ψ S = 0 := by
        intro j hj
        have hj' : j ∈ S := by simpa using hj
        simp [annihilate, hj']
      have e1 : ∑ j ∈ Sᶜ, annihilate j ψ S = ∑ j, annihilate j ψ S :=
        sum_subset (subset_univ _) fun j _ hj => h0 j hj
      have e2 : ∑ j ∈ Sᶜ, ‖annihilate j ψ S‖ ^ 2 = ∑ j, ‖annihilate j ψ S‖ ^ 2 :=
        sum_subset (subset_univ _) fun j _ hj => by simp [h0 j hj]
      -- Cauchy-Schwarz over the empty levels only
      rw [← e1, ← e2, ← card_empty hS]
      calc ‖∑ j ∈ Sᶜ, annihilate j ψ S‖ ^ 2 ≤ (∑ j ∈ Sᶜ, ‖annihilate j ψ S‖) ^ 2 := by
            gcongr
            exact norm_sum_le _ _
        _ ≤ _ := sq_sum_le_card_mul_sum_sq
    · simp [annihilate_zero hψ hS]
  have h2 := sum_le_sum fun S (_ : S ∈ (univ : Finset (Finset (Fin W)))) => h S
  rw [← mul_sum, sum_comm, sum_occupation hψ] at h2
  rw [energy_pairMatrix]
  nlinarith [mul_le_mul_of_nonneg_left h2 hg]

/-- For `n ≤ W` the equal-amplitude state is a normalized `n`-pair state. -/
theorem equalAmplitude_isPairState (hn : n ≤ W) : IsPairState n (equalAmplitude W n) := by
  refine ⟨?_, fun S hS => by simp [equalAmplitude, hS]⟩
  have h : ∀ S, ‖equalAmplitude W n S‖ ^ 2
      = if S.card = n then (W.choose n : ℝ)⁻¹ else 0 := by
    intro S
    unfold equalAmplitude
    split_ifs
    · rw [Complex.norm_real, Real.norm_eq_abs, sq_abs, inv_pow, Real.sq_sqrt (Nat.cast_nonneg _)]
    · simp
  have hf : univ.filter (fun S : Finset (Fin W) => S.card = n) = powersetCard n univ := by
    ext S
    simp [mem_powersetCard]
  have hc : (W.choose n : ℝ) ≠ 0 := by exact_mod_cast (Nat.choose_pos hn).ne'
  rw [sum_congr rfl (fun S _ => h S), ← sum_filter, hf, sum_const, card_powersetCard,
    card_univ, Fintype.card_fin, nsmul_eq_mul, mul_inv_cancel₀ hc]

/-- For `n ≤ W` the equal-amplitude `n`-pair state has energy `-g n (W - n + 1)`. -/
theorem equalAmplitude_energy (g : ℝ) (hn : n ≤ W) :
    energy g (pairMatrix (equalAmplitude W n)) = -g * n * (W - n + 1) := by
  have hψ := equalAmplitude_isPairState hn
  have h : ∀ S, ‖∑ j, annihilate j (equalAmplitude W n) S‖ ^ 2
      = ((W : ℝ) - n + 1) * ∑ j, ‖annihilate j (equalAmplitude W n) S‖ ^ 2 := by
    intro S
    by_cases hS : S.card + 1 = n
    · have ha : ∀ j, annihilate j (equalAmplitude W n) S
          = if j ∈ Sᶜ then (((√(W.choose n : ℝ))⁻¹ : ℝ) : ℂ) else 0 := by
        intro j
        by_cases hj : j ∈ S <;> simp [annihilate, equalAmplitude, hj, hS]
      have hb : ∀ j, ‖annihilate j (equalAmplitude W n) S‖ ^ 2
          = if j ∈ Sᶜ then ‖(((√(W.choose n : ℝ))⁻¹ : ℝ) : ℂ)‖ ^ 2 else 0 := by
        intro j
        rw [ha]
        split_ifs <;> simp
      -- equal terms saturate Cauchy-Schwarz
      simp only [hb]
      simp only [ha, sum_ite_mem, univ_inter, sum_const, nsmul_eq_mul]
      rw [norm_mul, Complex.norm_natCast, ← card_empty hS]
      ring
    · simp [annihilate_zero hψ hS]
  rw [energy_pairMatrix, sum_congr rfl (fun S _ => h S), ← mul_sum, sum_comm, sum_occupation hψ]
  ring

/-- The grand sum of a positive semidefinite matrix is at most `W` times its trace
(real parts). -/
theorem sum_re_le {P : Matrix (Fin W) (Fin W) ℂ} (hP : P.PosSemidef) :
    (∑ i, ∑ j, P i j).re ≤ W * P.trace.re := by
  have h : ∀ i j, (P i j).re + (P j i).re ≤ (P i i).re + (P j j).re := by
    intro i j
    -- test positivity on the difference of two basis vectors
    have hx := hP.dotProduct_mulVec_nonneg
      (fun k => (if k = i then (1 : ℂ) else 0) - (if k = j then (1 : ℂ) else 0))
    have hs : star (fun k : Fin W => (if k = i then (1 : ℂ) else 0) - (if k = j then (1 : ℂ) else 0))
        = fun k => (if k = i then (1 : ℂ) else 0) - (if k = j then (1 : ℂ) else 0) := by
      funext k
      simp only [Pi.star_apply]
      split_ifs <;> simp
    rw [hs] at hx
    have hr := (Complex.le_def.mp hx).1
    simp [dotProduct, Matrix.mulVec, sub_mul, mul_sub, sum_sub_distrib] at hr
    linarith
  have hsum : ∑ i, ∑ j, ((P i j).re + (P j i).re) ≤ ∑ i, ∑ j, ((P i i).re + (P j j).re) :=
    sum_le_sum fun i _ => sum_le_sum fun j _ => h i j
  have hc : ∑ i, ∑ j, (P j i).re = ∑ i, ∑ j, (P i j).re := sum_comm
  simp only [sum_add_distrib, sum_const, card_univ, Fintype.card_fin, nsmul_eq_mul,
    ← mul_sum] at hsum
  rw [hc] at hsum
  simp only [Matrix.trace, Matrix.diag_apply, Complex.re_sum]
  linarith

/-- For `g ≥ 0` and `W > 0`, the least energy over positive semidefinite matrices of trace `n`
is `-g n W`. -/
theorem relaxed_minimum {g : ℝ} (hg : 0 ≤ g) (hW : 0 < W) (n : ℕ) :
    IsLeast {E | ∃ P : Matrix (Fin W) (Fin W) ℂ, P.PosSemidef ∧ P.trace = n ∧ energy g P = E}
      (-g * n * W) := by
  have hW' : (W : ℂ) ≠ 0 := by exact_mod_cast hW.ne'
  constructor
  · -- the constant matrix n / W attains the bound
    have hex : ∃ P : Matrix (Fin W) (Fin W) ℂ, P.PosSemidef ∧
        ∀ i j, P i j = ((n / W : ℝ) : ℂ) := by
      refine ⟨_, Matrix.posSemidef_conjTranspose_mul_self
        (Matrix.of fun (_ : Fin 1) (_ : Fin W) => ((√(n / W : ℝ) : ℝ) : ℂ)), fun i j => ?_⟩
      simp only [Matrix.mul_apply, Matrix.conjTranspose_apply, Matrix.of_apply, univ_unique,
        sum_singleton]
      rw [Complex.star_def, Complex.conj_ofReal, ← Complex.ofReal_mul,
        Real.mul_self_sqrt (by positivity)]
    obtain ⟨P, hP, hent⟩ := hex
    refine ⟨P, hP, ?_, ?_⟩
    · simp only [Matrix.trace, Matrix.diag_apply, hent, sum_const, card_univ, Fintype.card_fin,
        nsmul_eq_mul]
      push_cast
      field_simp
    · have h : (W : ℂ) * (W * ((n / W : ℝ) : ℂ)) = ((n * W : ℝ) : ℂ) := by
        push_cast
        field_simp
      simp only [energy, hent, sum_const, card_univ, Fintype.card_fin, nsmul_eq_mul]
      rw [h, Complex.ofReal_re]
      ring
  · rintro E ⟨P, hP, ht, rfl⟩
    have h := sum_re_le hP
    rw [ht, Complex.natCast_re] at h
    unfold energy
    nlinarith [mul_le_mul_of_nonneg_left h hg]

/-- For `g ≥ 0` and `1 ≤ n ≤ W`, the minimum under positivity and trace alone is `-g n W`, the
minimum over `n`-pair states is the equal-amplitude energy, and the two differ by
`g n (n - 1)`. -/
theorem positivity_error {g : ℝ} (hg : 0 ≤ g) (h1 : 1 ≤ n) (hn : n ≤ W) :
    IsLeast {E | ∃ P : Matrix (Fin W) (Fin W) ℂ, P.PosSemidef ∧ P.trace = n ∧ energy g P = E}
      (-g * n * W) ∧
    IsLeast {E | ∃ ψ : Finset (Fin W) → ℂ, IsPairState n ψ ∧ energy g (pairMatrix ψ) = E}
      (energy g (pairMatrix (equalAmplitude W n))) ∧
    energy g (pairMatrix (equalAmplitude W n)) - (-g * n * W) = g * n * (n - 1) := by
  refine ⟨relaxed_minimum hg (by omega) n,
    ⟨⟨_, equalAmplitude_isPairState hn, rfl⟩, ?_⟩, ?_⟩
  · rintro E ⟨ψ, hψ, rfl⟩
    rw [equalAmplitude_energy g hn]
    exact energy_lower_bound hg hψ
  · rw [equalAmplitude_energy g hn]
    ring

/-- Along any sequence of level numbers `W n ≥ n`, the equal-amplitude energy minus `-g n W`,
divided by `n ^ 2`, tends to `g`. -/
theorem error_quadratic (g : ℝ) (W : ℕ → ℕ) (hW : ∀ n, n ≤ W n) :
    Filter.Tendsto (fun n : ℕ =>
      (energy g (pairMatrix (equalAmplitude (W n) n)) - (-g * n * W n)) / (n : ℝ) ^ 2)
      Filter.atTop (nhds g) := by
  have h : Filter.Tendsto (fun n : ℕ => g * (1 - 1 / (n : ℝ))) Filter.atTop (nhds g) := by
    simpa using (tendsto_one_div_atTop_nhds_zero_nat (𝕜 := ℝ)).const_sub 1 |>.const_mul g
  refine h.congr' ?_
  filter_upwards [Filter.eventually_gt_atTop 0] with n hn
  have hn' : (n : ℝ) ≠ 0 := by exact_mod_cast hn.ne'
  have e : energy g (pairMatrix (equalAmplitude (W n) n)) - (-g * n * W n)
      = g * n * (n - 1) := by
    rw [equalAmplitude_energy g (hW n)]
    ring
  rw [e]
  field_simp

end

end PairingTwoRDM
```

```lean
#print axioms PairingTwoRDM.pairMatrix_feasible
#print axioms PairingTwoRDM.positivity_error
#print axioms PairingTwoRDM.error_quadratic
```

```
'PairingTwoRDM.pairMatrix_feasible' depends on axioms: [propext, Classical.choice, Quot.sound]
'PairingTwoRDM.positivity_error' depends on axioms: [propext, Classical.choice, Quot.sound]
'PairingTwoRDM.error_quadratic' depends on axioms: [propext, Classical.choice, Quot.sound]
```

## From counting pairs to the energy bound

`sum_annihilate` does the counting. Its `sum_nbij'` step is the matching of sets, with `insert` and `erase` as inverse maps, and `sum_comm` then exchanges the sums over levels and sets. `sum_occupation` specialises the count to $n$ pairs. `pairMatrix_feasible` writes $P$ as $A^\dagger A$ to get positivity and reads the trace from the count.

`energy_pairMatrix` turns the energy into the sum of squares. `annihilate_zero` discards sets of the wrong size, and `card_empty` counts the empty levels. In `energy_lower_bound`, the sum is first restricted to the complement `Sᶜ`; summing over all levels would give the factor $W$, which is weaker for $n\ge2$. The triangle inequality and `sq_sum_le_card_mul_sum_sq` then provide Cauchy–Schwarz.

`equalAmplitude_isPairState` checks the normalisation by counting the $n$-element sets. `equalAmplitude_energy` repeats the argument of the bound with an equality for each $S$.

## From positivity to the gap

`sum_re_le` tests positivity on $e_i-e_j$ and sums the real parts. `relaxed_minimum` combines this bound with the constant matrix, built as a product $A^\dagger A$ with a single-row $A$. `positivity_error` assembles both minima, and `ring` does the subtraction. Finally, `error_quadratic` shows that the quotient equals $g(1-1/n)$ for all $n>0$, which is enough for the limit.
